# For H₂⁺ bound by exponent-one 1s orbitals, $T<\tfrac12$ and $V>-1$; virial scaling reverses both inequalities

Bring a proton up to a hydrogen atom, and the electron can spread over both nuclei. If the energy falls, is it the kinetic or the potential part that has gone down? For the exact ground state at the equilibrium bond length, the virial theorem gives $T=-E$ and $V=2E$, so binding raises the kinetic energy and lowers the potential energy. The simplest molecular-orbital calculation, with undistorted atomic orbitals, says the opposite.

The theorems below establish these opposite signs at every separation $R>0$, find where the simple orbital binds, and show that, wherever it does, a uniform change of scale restores the virial balance and reverses the signs. In this one-electron model with two basis functions, the sign of the kinetic contribution to bonding therefore depends on whether the scale is optimized.

## The trial energy as a function of exponent and separation

```lean
import Mathlib

open Real

namespace HydrogenMolecularIonVirial

noncomputable section
```

The trial orbital is $(a+b)/\sqrt{2(1+S)}$, where $a$ and $b$ are normalized 1s functions proportional to $e^{-\zeta r}$ on two fixed protons a distance $R$ apart. Atomic units are used throughout. Both $\zeta$ and $R$ are real numbers, of type `ℝ` in Lean.

```lean
/-- Overlap of two 1s orbitals of exponent `ζ` whose centres are a distance `R` apart
(atomic units, `ζ > 0`, `R > 0`). -/
def overlap (ζ R : ℝ) : ℝ := exp (-(ζ * R)) * (1 + ζ * R + (ζ * R) ^ 2 / 3)
```

A `def` introduces a function. With $\rho=\zeta R$, this one is the overlap of $a$ and $b$,
$$S=e^{-\rho}\left(1+\rho+\tfrac{\rho^2}{3}\right).$$
The closed forms of the two-centre integrals are taken as definitions here and in what follows. Neither the orbitals nor the integration over space appears in the file.

```lean
/-- Attraction of the 1s density on one centre to the other nucleus, as a positive number, for
`ζ > 0` and `R > 0`. -/
def coulomb (ζ R : ℝ) : ℝ := 1 / R - exp (-(2 * (ζ * R))) * (ζ + 1 / R)
```

This is the attraction of the density $a^2$ to the other proton, with its sign reversed: $J=\frac1R-e^{-2\rho}\left(\zeta+\frac1R\right)$.

```lean
/-- Attraction of the overlap density of the two 1s orbitals to one nucleus, as a positive number,
for `ζ > 0` and `R > 0`. -/
def resonance (ζ R : ℝ) : ℝ := ζ * (exp (-(ζ * R)) * (1 + ζ * R))
```

The overlap density $ab$ is attracted to either proton with strength $K=\zeta e^{-\rho}(1+\rho)$.

```lean
/-- Kinetic energy of the normalized bonding orbital, for `ζ > 0` and `R > 0`. -/
def kinetic (ζ R : ℝ) : ℝ :=
  ζ ^ 2 * (1 / 2 + exp (-(ζ * R)) * (1 / 2 + ζ * R / 2 - (ζ * R) ^ 2 / 6)) / (1 + overlap ζ R)
```

The kinetic energy of the normalized orbital is
$$T=\frac{\zeta^2\left[\frac12+e^{-\rho}\left(\frac12+\frac{\rho}{2}-\frac{\rho^2}{6}\right)\right]}{1+S}.$$

```lean
/-- Potential energy of the bonding state: nuclear repulsion plus the attraction of the
electron to both nuclei, for `ζ > 0` and `R > 0`. -/
def potential (ζ R : ℝ) : ℝ :=
  1 / R - (ζ + coulomb ζ R + 2 * resonance ζ R) / (1 + overlap ζ R)
```

The potential energy includes the repulsion of the protons: $V=\frac1R-\frac{\zeta+J+2K}{1+S}$.

```lean
/-- Total energy of the bonding state, for `ζ > 0` and `R > 0`. -/
def energy (ζ R : ℝ) : ℝ := kinetic ζ R + potential ζ R
```

The total energy is $E=T+V$. A hydrogen atom with a distant proton has $T=\frac12$, $V=-1$ and $E=-\frac12$, and "binding" here means $E<-\frac12$.

```lean
/-- The scale factor `-V / (2T)` computed from the exponent-one orbital at separation `R > 0`. -/
def virialExponent (R : ℝ) : ℝ := -potential 1 R / (2 * kinetic 1 R)
```

The scale factor $-V/(2T)$ is computed from the exponent-one state. It is used in the last theorem.

## Signs at exponent one

```lean
/-- The normalization denominator of the bonding orbital is positive for positive exponent
and separation. -/
theorem one_add_overlap_pos {ζ R : ℝ} (hζ : 0 < ζ) (hR : 0 < R) : 0 < 1 + overlap ζ R := by
  unfold overlap
  positivity
```

A `theorem` lists its hypotheses before the colon and its conclusion after it; `hζ : 0 < ζ` names the assumption $\zeta>0$. Every term of $S$ is positive, so $1+S>0$. The tactic `positivity` finds this from the form of the expression.

```lean
/-- The amount by which the kinetic energy at exponent one and `R > 0` lies below the
atomic value `1/2`. -/
theorem kinetic_lowering {R : ℝ} (hR : 0 < R) :
    1 / 2 - kinetic 1 R = exp (-R) * R ^ 2 / (3 * (1 + overlap 1 R)) := by
  have hD : 1 + overlap 1 R ≠ 0 := (one_add_overlap_pos one_pos hR).ne'
  simp only [kinetic, one_mul, one_pow]
  field_simp
  simp only [overlap, one_mul]
  ring
```

From here to the scaling law, $S$, $T$, $V$ and $E$ are taken at $\zeta=1$. Over the common denominator,
$$\tfrac12-T=\frac{\frac12S-e^{-R}\left(\frac12+\frac R2-\frac{R^2}{6}\right)}{1+S}=\frac{e^{-R}R^2}{3(1+S)}.$$
The constant and linear terms cancel, and the two terms $R^2/6$ add. In Lean, `field_simp` clears the denominators and `ring` checks the remaining polynomial identity.

```lean
/-- The amount by which the potential energy at exponent one and `R > 0` lies above the
atomic value `-1`. -/
theorem potential_rise {R : ℝ} (hR : 0 < R) :
    potential 1 R + 1 = exp (-R) * (1 + R) * (1 - R + R ^ 2 / 3 + exp (-R)) /
      (R * (1 + overlap 1 R)) := by
  have hD : 1 + overlap 1 R ≠ 0 := (one_add_overlap_pos one_pos hR).ne'
  have h2 : exp (-(2 * R)) = exp (-R) ^ 2 := by
    rw [sq, ← Real.exp_add]
    congr 1
    ring
  simp only [potential, coulomb, resonance, one_mul, h2]
  field_simp
  simp only [overlap, one_mul]
  ring
```

Write $x=e^{-R}$, so that $e^{-2R}=x^2$, which is the step `h2`. Multiplying $V+1$ by $R(1+S)$ gives
$$(1+R)(1+S)-R-\left[1-x^2(1+R)\right]-2Rx(1+R)=(1+R)(S+x^2-2Rx).$$
Inserting $S=x(1+R+R^2/3)$ turns this into $x(1+R)(1-R+R^2/3+x)$, the stated numerator.

```lean
/-- The total energy at exponent one and `R > 0`, measured from the energy `-1/2` of a
hydrogen atom and a distant proton. -/
theorem energy_shift {R : ℝ} (hR : 0 < R) :
    energy 1 R + 1 / 2 = exp (-R) / (R * (1 + overlap 1 R)) *
      ((1 + R) * exp (-R) - (2 * R ^ 2 / 3 - 1)) := by
  have hD : 1 + overlap 1 R ≠ 0 := (one_add_overlap_pos one_pos hR).ne'
  have hT := kinetic_lowering hR
  have hV := potential_rise hR
  -- the shift is the potential rise minus the kinetic lowering
  have hE : energy 1 R + 1 / 2 = (potential 1 R + 1) - (1 / 2 - kinetic 1 R) := by
    unfold energy
    ring
  rw [hE, hT, hV]
  field_simp
  ring
```

The energy shift is the potential rise minus the kinetic lowering, which is the step `hE`. Over the denominator $R(1+S)$ its numerator is
$$x\left[(1+R)\left(1-R+\tfrac{R^2}{3}+x\right)-\tfrac{R^3}{3}\right]=x\left[(1+R)x-\left(\tfrac{2R^2}{3}-1\right)\right].$$

```lean
/-- At exponent one and every `R > 0` the bonding orbital has kinetic energy below `1/2` and
potential energy above `-1`; its total energy is below `-1/2` exactly when
`(1 + R) exp(-R) < 2R²/3 - 1`. -/
theorem kinetic_driven_binding {R : ℝ} (hR : 0 < R) :
    kinetic 1 R < 1 / 2 ∧ -1 < potential 1 R ∧
      (energy 1 R < -1 / 2 ↔ (1 + R) * exp (-R) < 2 * R ^ 2 / 3 - 1) := by
  have hD := one_add_overlap_pos one_pos hR
  have hx := Real.exp_pos (-R)
  refine ⟨?_, ?_, ?_⟩
  · have h : 0 < exp (-R) * R ^ 2 / (3 * (1 + overlap 1 R)) :=
      div_pos (by positivity) (mul_pos (by norm_num) hD)
    linarith [kinetic_lowering hR]
  · -- the quadratic 1 - R + R²/3 has no real root
    have hq : 0 < 1 - R + R ^ 2 / 3 + exp (-R) := by
      nlinarith [sq_nonneg (R - 3 / 2)]
    have h : 0 < exp (-R) * (1 + R) * (1 - R + R ^ 2 / 3 + exp (-R)) /
        (R * (1 + overlap 1 R)) :=
      div_pos (mul_pos (by positivity) hq) (mul_pos hR hD)
    linarith [potential_rise hR]
  · have hc : 0 < exp (-R) / (R * (1 + overlap 1 R)) := div_pos hx (mul_pos hR hD)
    have hE := energy_shift hR
    constructor
    · intro h
      by_contra hn
      have h' := mul_nonneg hc.le (sub_nonneg.mpr (not_lt.mp hn))
      linarith
    · intro h
      have h' := mul_neg_of_pos_of_neg hc (sub_neg.mpr h)
      linarith
```

The symbol `∧` means "and", and `↔` means "if and only if". The three claims follow from the signs of the three fractions:

- The kinetic lowering is positive, so $T<\frac12$.
- Since $1-R+\frac{R^2}{3}=\frac13\left(R-\frac32\right)^2+\frac14>0$, the potential rise is positive and $V>-1$. The tactic `nlinarith` is given the square as a hint.
- The energy shift is a positive factor times a bracket, so $E<-\frac12$ exactly when $(1+R)e^{-R}<\frac{2R^2}{3}-1$. Lean proves the two directions separately.

Where this orbital binds, then, the kinetic lowering outweighs the potential rise.

```lean
/-- At exponent one the total energy is below `-1/2` for every positive separation with
`R² ≥ 3`. -/
theorem bound_of_three_le_sq {R : ℝ} (hR : 0 < R) (h3 : 3 ≤ R ^ 2) :
    energy 1 R < -1 / 2 := by
  apply (kinetic_driven_binding hR).2.2.mpr
  have h1 : (1 + R) * exp (-R) < exp R * exp (-R) :=
    mul_lt_mul_of_pos_right (by linarith [Real.add_one_lt_exp hR.ne']) (Real.exp_pos _)
  have h2 : exp R * exp (-R) = 1 := by
    rw [← Real.exp_add, add_neg_cancel, Real.exp_zero]
  linarith
```

For $R>0$ we have $1+R<e^R$, hence $(1+R)e^{-R}<1$. If $R^2\ge3$, then $\frac{2R^2}{3}-1\ge1$, and the binding criterion is met. This range is sufficient for binding; the exact condition is the criterion itself.

## A separation of two bohr

```lean
/-- At `R = 2` and exponent one the total energy has the stated closed form and is below
`-1/2`, while the potential energy `E - T` is above `-1`. -/
theorem energy_at_two :
    energy 1 2 = -(1 / 2 + 3 * exp (-2) - 3 / 2 * exp (-4)) / (1 + overlap 1 2) ∧
      energy 1 2 < -1 / 2 ∧ -1 < energy 1 2 - kinetic 1 2 := by
  have hD : 1 + overlap 1 2 ≠ 0 := (one_add_overlap_pos one_pos two_pos).ne'
  have h4 : exp (-(2 * 2)) = exp (-4) := by norm_num
  refine ⟨?_, bound_of_three_le_sq two_pos (by norm_num), ?_⟩
  · simp only [energy, kinetic, potential, coulomb, resonance, one_mul, one_pow, h4]
    field_simp
    simp only [overlap, one_mul]
    ring
  · have h := (kinetic_driven_binding (R := 2) two_pos).2.1
    unfold energy
    linarith
```

At $R=2$ the ingredients are $S=\frac{13}{3}e^{-2}$, $J=\frac12-\frac32e^{-4}$ and $K=3e^{-2}$. Therefore
$$(1+S)E=\tfrac12+\tfrac56e^{-2}+\tfrac12(1+S)-1-J-2K=-\left(\tfrac12+3e^{-2}-\tfrac32e^{-4}\right).$$
The inequalities come from the two preceding theorems, since $R^2=4\ge3$ and $E-T=V$.

In numbers, $S\approx0.586$, $T\approx0.386$, $V\approx-0.940$ and $E\approx-0.554$. Relative to the separated atom and proton, the kinetic energy has fallen by $0.114$ and the potential energy has risen by $0.060$.

## Scaling to virial balance

```lean
/-- Changing the exponent from one to `ζ > 0` and the separation from `R` to `R/ζ` multiplies the
kinetic energy by `ζ²` and the potential energy by `ζ`. -/
theorem coulomb_scaling {ζ : ℝ} (hζ : 0 < ζ) (R : ℝ) :
    kinetic ζ (R / ζ) = ζ ^ 2 * kinetic 1 R ∧ potential ζ (R / ζ) = ζ * potential 1 R := by
  have hz : ζ * (R / ζ) = R := mul_div_cancel₀ R hζ.ne'
  constructor
  · simp only [kinetic, overlap, hz, one_mul, one_pow]
    ring
  · simp only [potential, coulomb, resonance, overlap, hz, one_mul, one_div_div]
    ring
```

Replace $(1,R)$ by $(\zeta,R/\zeta)$. The product of exponent and separation is still $R$, which is the step `hz`, so $S$ and all the exponentials are unchanged. The kinetic energy gains its prefactor $\zeta^2$. In the potential energy, $1/R$ becomes $\zeta/R$, and $J$ and $K$ each gain a factor $\zeta$. Thus
$$T(\zeta,R/\zeta)=\zeta^2T(1,R),\qquad V(\zeta,R/\zeta)=\zeta V(1,R).$$

```lean
/-- The kinetic energy of the exponent-one bonding orbital is positive for `R > 0`. -/
theorem kinetic_pos {R : ℝ} (hR : 0 < R) : 0 < kinetic 1 R := by
  have h1 : exp (-R) * (1 + R + R ^ 2 / 2) ≤ exp (-R) * exp R :=
    mul_le_mul_of_nonneg_left (Real.quadratic_le_exp_of_nonneg hR.le) (Real.exp_pos _).le
  rw [← Real.exp_add, neg_add_cancel, Real.exp_zero] at h1
  have h2 : 0 < exp (-R) * (1 + R + R ^ 2 / 12) := by positivity
  simp only [kinetic, one_mul, one_pow]
  exact div_pos (by nlinarith [h1, h2]) (one_add_overlap_pos one_pos hR)
```

The scale factor divides by $T$, and the final argument needs its sign. From $e^R\ge1+R+\frac{R^2}{2}$ we get $\frac12\ge e^{-R}\left(\frac12+\frac R2+\frac{R^2}{4}\right)$. The numerator of $T$ is therefore at least $e^{-R}\left(1+R+\frac{R^2}{12}\right)>0$.

```lean
/-- If the exponent-one orbital has energy below `-1/2` at `R > 0`, then scaling by
`ζ = -V/(2T)` contracts it and gives a state with `2T + V = 0`, kinetic energy above `1/2`
and potential energy below `-1`. -/
theorem virial_restored {R : ℝ} (hR : 0 < R) (hb : energy 1 R < -1 / 2) :
    1 < virialExponent R ∧
      2 * kinetic (virialExponent R) (R / virialExponent R) +
        potential (virialExponent R) (R / virialExponent R) = 0 ∧
      1 / 2 < kinetic (virialExponent R) (R / virialExponent R) ∧
      potential (virialExponent R) (R / virialExponent R) < -1 := by
  have hT := kinetic_pos hR
  have hT' := (kinetic_driven_binding hR).1
  unfold energy at hb
  have hz : virialExponent R * (2 * kinetic 1 R) = -potential 1 R :=
    div_mul_cancel₀ _ (mul_pos two_pos hT).ne'
  have h1 : 1 < virialExponent R := by
    unfold virialExponent
    rw [lt_div_iff₀ (mul_pos two_pos hT)]
    linarith
  obtain ⟨hk, hp⟩ := coulomb_scaling (lt_trans one_pos h1) R
  rw [hk, hp]
  have hvir : 2 * (virialExponent R ^ 2 * kinetic 1 R) +
      virialExponent R * potential 1 R = 0 := by
    linear_combination virialExponent R * hz
  -- the scaled energy is no higher than the unscaled one
  have hsq : 0 ≤ kinetic 1 R * (virialExponent R - 1) ^ 2 :=
    mul_nonneg hT.le (sq_nonneg _)
  have hkin : 1 / 2 < virialExponent R ^ 2 * kinetic 1 R := by
    linarith [show kinetic 1 R * (virialExponent R - 1) ^ 2 =
      virialExponent R ^ 2 * kinetic 1 R - virialExponent R * (2 * kinetic 1 R) +
        kinetic 1 R by ring]
  exact ⟨h1, hvir, hkin, by linarith⟩

end

end HydrogenMolecularIonVirial
```

The hypothesis `hb` says that the exponent-one state binds. Let $T$, $V$ and $E$ still refer to that state, and set $\zeta=-V/(2T)$. By the scaling law the scaled state has energy $\zeta^2T+\zeta V$, and since $T>0$, this choice of $\zeta$ minimizes it.

1. Since $T<\frac12$, binding gives $T+V<-\frac12<-T$. Hence $-V>2T$, which means $\zeta>1$: both the orbital and the separation contract.
2. By the scaling law, the new energies are $T'=\zeta^2T$ and $V'=\zeta V$. As $2\zeta T=-V$, we have $2T'+V'=\zeta(2\zeta T+V)=0$.
3. Expanding the square gives $0\le T(\zeta-1)^2=T'+V+T$, so $T'\ge-E>\frac12$. Then $V'=-2T'<-1$.

These steps appear in the code as `h1`, `hvir` and `hkin`.

This is a balance reached by choosing the scale within one family of trial states; it is not the virial theorem for exact eigenstates. Nor does the theorem say that the contracted separation $R/\zeta$ is the equilibrium bond length.

Starting from $R=2$, the factor is $\zeta\approx1.217$ and the separation shrinks to about $1.644$. The new values are $T'\approx0.572$, $V'\approx-1.144$ and $E'\approx-0.572$. The kinetic energy is now above the atomic value, the potential energy is below it, and the total energy has dropped further.

Positivity of $R$ alone, without binding, does not suffice for these conclusions. At $R=1$ the criterion would require $2e^{-1}<-\frac13$, which is false. There $T\approx0.434$ and $V\approx-0.722$, so $\zeta\approx0.832$ and the state expands. The scaled state still satisfies $2T'+V'=0$, but with $T'\approx0.301$ and $V'\approx-0.601$, so neither sign is reversed.

```lean
#print axioms HydrogenMolecularIonVirial.energy_at_two
#print axioms HydrogenMolecularIonVirial.virial_restored
```

```
'HydrogenMolecularIonVirial.energy_at_two' depends on axioms: [propext, Classical.choice, Quot.sound]
'HydrogenMolecularIonVirial.virial_restored' depends on axioms: [propext, Classical.choice, Quot.sound]
```
